# Spin scaling of exact exchange for spin-diagonal density matrices on a lattice

Let $\iota$ be a finite set of sites, each carrying one orbital of an orthonormal set. A spin orbital is a pair $(i,s)$ of a site $i$ and a spin $s\in\{0,1\}$, with 0 for up and 1 for down. In Lean these pairs form the type `ι × Fin 2`. The interaction $w_{ij}$ is real and depends on the sites only. It needn't be symmetric, and its sign is free unless a part restricts it.

```lean
import Mathlib

open Finset

namespace ExchangeSpinScaling

noncomputable section

variable {ι : Type*} [Fintype ι]
```

For a complex matrix $M$ on the sites, write
$$W[M]=\sum_{ij} w_{ij}|M_{ij}|^2 .$$

```lean
/-- The interaction-weighted square `∑ w_ij |M_ij|²` of a matrix `M` on the sites. -/
def weightedSq (w : ι → ι → ℝ) (M : Matrix ι ι ℂ) : ℝ :=
  ∑ i, ∑ j, w i j * ‖M i j‖ ^ 2
```

The exchange energy of a density matrix $G$ on the spin orbitals is
$$E_x[G]=-\tfrac12\sum_{i,s}\sum_{j,t} w_{ij}\,|G_{is,jt}|^2 .$$
For Hermitian $G$ this is the Fock exchange of a density–density interaction, with the terms $i=j$ included. General four-index interaction integrals don't fit this form. Lean takes $G$ to be any complex matrix, so Hermiticity, particle number and idempotency are not assumed.

```lean
/-- The exchange energy `-(1/2) ∑ w |G|²` of a density matrix `G` on sites times two spins,
with an interaction `w` that depends on the sites only. -/
def exchange (w : ι → ι → ℝ) (G : Matrix (ι × Fin 2) (ι × Fin 2) ℂ) : ℝ :=
  -(1 / 2) * ∑ p, ∑ q, w p.1 q.1 * ‖G p q‖ ^ 2
```

The spin blocks of $G$ are the site matrices $G^{st}$ with elements $G^{st}_{ij}=G_{is,jt}$. The blocks $G^{01}$ and $G^{10}$ are called spin-flip blocks.

```lean
/-- The block of `G` between spin `s` and spin `t`, a matrix on the sites. -/
def spinBlock (G : Matrix (ι × Fin 2) (ι × Fin 2) ℂ) (s t : Fin 2) : Matrix ι ι ℂ :=
  Matrix.of fun i j => G (i, s) (j, t)
```

The matrix $D(A,B)$ has up block $A$, down block $B$ and zero spin-flip blocks.

```lean
/-- The spin block diagonal density matrix with spin-up block `A` and spin-down block `B`. -/
def spinDiagonal (A B : Matrix ι ι ℂ) : Matrix (ι × Fin 2) (ι × Fin 2) ℂ :=
  Matrix.of fun p q =>
    if p.2 = q.2 then (if p.2 = 0 then A p.1 q.1 else B p.1 q.1) else 0
```

The closed-shell functional takes a spin-summed density matrix $P$ and gives half of it to each spin: $E_0[P]=E_x[D(P/2,P/2)]$. It is thus defined through $E_x$, and its explicit form has to be derived.

```lean
/-- The closed-shell functional `E0[P]`: the exchange energy when each spin carries half of
the spin-summed density matrix `P`. -/
def closedShell (w : ι → ι → ℝ) (P : Matrix ι ι ℂ) : ℝ :=
  exchange w (spinDiagonal ((1 / 2 : ℂ) • P) ((1 / 2 : ℂ) • P))
```

## (a) Rescaling a site matrix

Show that, for every complex number $c$,
$$W[cM]=|c|^2\,W[M].$$

**Solution.** Each element obeys $|cM_{ij}|^2=|c|^2|M_{ij}|^2$. Multiply by $w_{ij}$, sum over $i$ and $j$, and take the common factor out.

In Lean, `Finset.sum_congr` reduces the claim to one element, and `norm_mul` splits the modulus of the product.

```lean
/-- The weighted square is homogeneous of degree two in the matrix. -/
theorem weightedSq_smul (w : ι → ι → ℝ) (c : ℂ) (M : Matrix ι ι ℂ) :
    weightedSq w (c • M) = ‖c‖ ^ 2 * weightedSq w M := by
  simp only [weightedSq, Finset.mul_sum]
  refine Finset.sum_congr rfl fun i _ => Finset.sum_congr rfl fun j _ => ?_
  rw [Matrix.smul_apply, smul_eq_mul, norm_mul]
  ring
```

## (b) Four spin blocks

Show that for any $G$
$$E_x[G]=-\tfrac12\left(W[G^{00}]+W[G^{11}]+W[G^{01}]+W[G^{10}]\right).$$

**Solution.** Fix the spins $s,t$. Since $w$ doesn't see spin, the remaining sum over sites is $\sum_{ij}w_{ij}|G^{st}_{ij}|^2=W[G^{st}]$. Adding the four choices of $(s,t)$ gives the result.

The proof separates site and spin sums with `Fintype.sum_prod_type` and writes out the two spins with `Fin.sum_univ_two`.

```lean
/-- The exchange energy of any density matrix is a sum over its four spin blocks. -/
theorem exchange_eq_blocks (w : ι → ι → ℝ) (G : Matrix (ι × Fin 2) (ι × Fin 2) ℂ) :
    exchange w G = -(1 / 2) *
      (weightedSq w (spinBlock G 0 0) + weightedSq w (spinBlock G 1 1) +
        (weightedSq w (spinBlock G 0 1) + weightedSq w (spinBlock G 1 0))) := by
  simp only [exchange, weightedSq, spinBlock, Matrix.of_apply, Fintype.sum_prod_type,
    Fin.sum_univ_two, Finset.sum_add_distrib]
  ring
```

## (c) Exchange between equal spins

Show that
$$E_x[D(A,B)]=-\tfrac12\left(W[A]+W[B]\right).$$

**Solution.** The blocks of $D(A,B)$ are $G^{00}=A$, $G^{11}=B$ and $G^{01}=G^{10}=0$. Since $W[0]=0$, part (b) leaves two terms.

The statements `h00`, `h11`, `h01` and `h10` identify the blocks, and `hz` is $W[0]=0$.

```lean
/-- Without spin-flip blocks, exchange acts only between electrons of equal spin. -/
theorem exchange_spinDiagonal (w : ι → ι → ℝ) (A B : Matrix ι ι ℂ) :
    exchange w (spinDiagonal A B) = -(1 / 2) * (weightedSq w A + weightedSq w B) := by
  have h00 : spinBlock (spinDiagonal A B) 0 0 = A := by
    ext i j; simp [spinBlock, spinDiagonal]
  have h11 : spinBlock (spinDiagonal A B) 1 1 = B := by
    ext i j; simp [spinBlock, spinDiagonal]
  have h01 : spinBlock (spinDiagonal A B) 0 1 = 0 := by
    ext i j; simp [spinBlock, spinDiagonal]
  have h10 : spinBlock (spinDiagonal A B) 1 0 = 0 := by
    ext i j; simp [spinBlock, spinDiagonal]
  have hz : weightedSq w (0 : Matrix ι ι ℂ) = 0 := by simp [weightedSq]
  rw [exchange_eq_blocks, h00, h11, h01, h10, hz]
  ring
```

## (d) The closed-shell formula

Show that
$$E_0[P]=-\tfrac14\sum_{ij}w_{ij}|P_{ij}|^2 .$$

**Solution.** By (c) with $A=B=P/2$, and then (a) with $c=1/2$,
$$E_0[P]=-\tfrac12\cdot 2\,W[P/2]=-W[P/2]=-\tfrac14W[P].$$

The `rw` line makes the same substitutions in the same order.

```lean
/-- The closed-shell exchange energy is `E0[P] = -(1/4) ∑ w_ij |P_ij|²`. -/
theorem closedShell_eq (w : ι → ι → ℝ) (P : Matrix ι ι ℂ) :
    closedShell w P = -(1 / 4) * ∑ i, ∑ j, w i j * ‖P i j‖ ^ 2 := by
  change closedShell w P = -(1 / 4) * weightedSq w P
  have h : ‖(1 / 2 : ℂ)‖ ^ 2 = 1 / 4 := by norm_num
  rw [closedShell, exchange_spinDiagonal, weightedSq_smul, h]
  ring
```

## (e) The contribution of spin-flip blocks

Show that for any $G$
$$E_x[G]=\frac{E_0[2G^{00}]+E_0[2G^{11}]}{2}-\tfrac12\left(W[G^{01}]+W[G^{10}]\right).$$

**Solution.** By (d) and (a), $E_0[2M]=-\tfrac14\cdot4\,W[M]=-W[M]$. The first term on the right is therefore $-\tfrac12(W[G^{00}]+W[G^{11}])$, and together with the second it gives the block sum in (b).

The local statement `h` is $E_0[2M]=-W[M]$, and it is used once for each equal-spin block.

```lean
/-- For any density matrix, the exchange energy is the spin-scaled closed-shell expression
minus half the weighted squares of the two spin-flip blocks. -/
theorem exchange_eq_scaled_sub_spinFlip (w : ι → ι → ℝ)
    (G : Matrix (ι × Fin 2) (ι × Fin 2) ℂ) :
    exchange w G =
      (closedShell w ((2 : ℂ) • spinBlock G 0 0) +
        closedShell w ((2 : ℂ) • spinBlock G 1 1)) / 2 -
      1 / 2 * (weightedSq w (spinBlock G 0 1) + weightedSq w (spinBlock G 1 0)) := by
  have h (M : Matrix ι ι ℂ) : closedShell w ((2 : ℂ) • M) = -weightedSq w M := by
    have h2 : ‖(2 : ℂ)‖ ^ 2 = 4 := by norm_num
    rw [closedShell_eq]
    change -(1 / 4) * weightedSq w ((2 : ℂ) • M) = _
    rw [weightedSq_smul, h2]
    ring
  rw [exchange_eq_blocks, h, h]
  ring
```

## (f) The spin-scaling relation

Show that for a spin block diagonal density matrix
$$E_x[D(A,B)]=\frac{E_0[2A]+E_0[2B]}{2}.$$

**Solution.** Doubling a block multiplies its weighted square by four, so
$$\frac{E_0[2A]+E_0[2B]}{2}=\frac{-W[A]-W[B]}{2},$$
which is $E_x[D(A,B)]$ by (c).

The smallest instructive case is one site with $w=U$ and one up electron, so $A=1$ and $B=0$. Then $E_0[2]=-U$ and $E_0[0]=0$, and half their sum is $-U/2$, which is the exchange energy that cancels the electron's Hartree self-interaction.

In density functional theory, a relation of this shape extends an exchange functional from unpolarised to spin-polarised densities. Here the arguments are density matrices on finitely many sites with a density–density interaction, and no map from densities to orbitals enters.

The Lean proof rewrites with (c) and (d), then applies (a) to each doubled block.

```lean
/-- Spin scaling of exact exchange: for a spin block diagonal density matrix with blocks
`A` and `B`, the exchange energy is `(E0[2A] + E0[2B]) / 2`. -/
theorem exchange_spin_scaling (w : ι → ι → ℝ) (A B : Matrix ι ι ℂ) :
    exchange w (spinDiagonal A B) =
      (closedShell w ((2 : ℂ) • A) + closedShell w ((2 : ℂ) • B)) / 2 := by
  have h2 : ‖(2 : ℂ)‖ ^ 2 = 4 := by norm_num
  rw [exchange_spinDiagonal, closedShell_eq, closedShell_eq]
  change _ = (-(1 / 4) * weightedSq w ((2 : ℂ) • A) +
    -(1 / 4) * weightedSq w ((2 : ℂ) • B)) / 2
  -- doubling a block multiplies its exchange by four
  rw [weightedSq_smul, weightedSq_smul, h2]
  ring
```

## (g) When spin scaling holds

Let $w_{ij}>0$ for all $i,j$, including $i=j$. Show that
$$E_x[G]=\frac{E_0[2G^{00}]+E_0[2G^{11}]}{2}\quad\Longleftrightarrow\quad G^{01}=0\ \text{ and }\ G^{10}=0 .$$

**Solution.** By (e), the left side holds exactly when $W[G^{01}]+W[G^{10}]=0$. Both terms are nonnegative, so both vanish. Each is a sum of nonnegative terms $w_{ij}|M_{ij}|^2$, so every term vanishes, and dividing by $w_{ij}>0$ gives $M_{ij}=0$. Conversely, zero spin-flip blocks remove the correction in (e).

The hypothesis describes a repulsion between every pair of sites and on each site. A Hubbard interaction on two or more sites fails it, since $w_{ij}=0$ for $i\neq j$: a spin-flip element between different sites then contributes nothing to the exchange energy, so spin scaling also holds for nonzero spin-flip blocks whose diagonal elements $i=j$ all vanish.

In Lean, `nonneg` is $W[M]\ge0$, `zero` is the step from $W[M]=0$ to $M=0$, and `key` is part (e).

```lean
/-- If the interaction is positive between all pairs of sites, including each site with
itself, spin scaling holds exactly when both spin-flip blocks of the density matrix vanish. -/
theorem spin_scaling_iff (w : ι → ι → ℝ) (hw : ∀ i j, 0 < w i j)
    (G : Matrix (ι × Fin 2) (ι × Fin 2) ℂ) :
    exchange w G =
      (closedShell w ((2 : ℂ) • spinBlock G 0 0) +
        closedShell w ((2 : ℂ) • spinBlock G 1 1)) / 2 ↔
      spinBlock G 0 1 = 0 ∧ spinBlock G 1 0 = 0 := by
  have term (M : Matrix ι ι ℂ) (i j : ι) : 0 ≤ w i j * ‖M i j‖ ^ 2 :=
    mul_nonneg (hw i j).le (sq_nonneg _)
  have row (M : Matrix ι ι ℂ) (i : ι) : 0 ≤ ∑ j, w i j * ‖M i j‖ ^ 2 :=
    Finset.sum_nonneg fun j _ => term M i j
  have nonneg (M : Matrix ι ι ℂ) : 0 ≤ weightedSq w M :=
    Finset.sum_nonneg fun i _ => row M i
  -- a vanishing weighted square forces every matrix element to vanish
  have zero (M : Matrix ι ι ℂ) (h : weightedSq w M = 0) : M = 0 := by
    ext i j
    have h1 := (Finset.sum_eq_zero_iff_of_nonneg fun i _ => row M i).1 h i (mem_univ i)
    have h2 := (Finset.sum_eq_zero_iff_of_nonneg fun j _ => term M i j).1 h1 j (mem_univ j)
    have h3 := (mul_eq_zero.1 h2).resolve_left (hw i j).ne'
    exact norm_eq_zero.1 (pow_eq_zero_iff two_ne_zero |>.1 h3)
  have key := exchange_eq_scaled_sub_spinFlip w G
  constructor
  · intro h
    have n1 := nonneg (spinBlock G 0 1)
    have n2 := nonneg (spinBlock G 1 0)
    exact ⟨zero _ (by linarith), zero _ (by linarith)⟩
  · rintro ⟨h1, h2⟩
    have hz : weightedSq w (0 : Matrix ι ι ℂ) = 0 := by simp [weightedSq]
    rw [h1, h2, hz] at key
    linarith
```

## (h) Charge and spin density matrices

Show that
$$E_x[D(A,B)]=E_0[A+B]+E_0[A-B].$$

**Solution.** For complex numbers $a,b$,
$$|a\pm b|^2=|a|^2+|b|^2\pm2\,\mathrm{Re}(\bar a b),$$
and adding the two signs gives $|a+b|^2+|a-b|^2=2|a|^2+2|b|^2$. Weighting with $w_{ij}$ and summing, $W[A+B]+W[A-B]=2(W[A]+W[B])$. Multiply by $-\tfrac14$ and use (d) on the left and (c) on the right.

Applied also to the pair $G^{01},G^{10}$ in (b), the same argument gives for arbitrary $G$
$$E_x[G]=E_0[G^{00}+G^{11}]+E_0[G^{00}-G^{11}]+E_0[G^{01}+G^{10}]+E_0[G^{01}-G^{10}],$$
an extension derived here by hand only. Up to a phase, the last three arguments are the Cartesian components of the spin density matrix.

The Lean statement `h` is the summed parallelogram law, obtained by expanding real and imaginary parts element by element.

```lean
/-- The exchange energy of a spin block diagonal density matrix is the closed-shell functional
of the charge density matrix `A + B` plus that of the spin density matrix `A - B`. -/
theorem exchange_charge_spin (w : ι → ι → ℝ) (A B : Matrix ι ι ℂ) :
    exchange w (spinDiagonal A B) = closedShell w (A + B) + closedShell w (A - B) := by
  -- parallelogram law, element by element
  have h : weightedSq w (A + B) + weightedSq w (A - B) =
      2 * (weightedSq w A + weightedSq w B) := by
    simp only [weightedSq, ← Finset.sum_add_distrib, Finset.mul_sum]
    refine Finset.sum_congr rfl fun i _ => Finset.sum_congr rfl fun j _ => ?_
    simp only [Matrix.add_apply, Matrix.sub_apply, Complex.sq_norm, Complex.normSq_apply,
      Complex.add_re, Complex.add_im, Complex.sub_re, Complex.sub_im]
    ring
  rw [exchange_spinDiagonal, closedShell_eq, closedShell_eq]
  change _ = -(1 / 4) * weightedSq w (A + B) + -(1 / 4) * weightedSq w (A - B)
  linarith
```

## (i) Polarisation at fixed charge density matrix

Let $w_{ij}\ge0$ for all $i,j$. Show that
$$E_x[D(A,B)]\le E_0[A+B].$$

**Solution.** By (d), $E_0[A-B]=-\tfrac14W[A-B]\le0$. Dropping this term from (h) can only raise the right side.

For the single up electron of (f) with $U\ge0$, this reads $-U/2\le-U/4$. The value $-U/4$ belongs to half an electron in each spin, which is not a single Slater determinant. The inequality compares exchange energies only and says nothing about the total energy.

In the proof, `h` is $W[A-B]\ge0$ written out as a sum, and `linarith` combines it with (h).

```lean
/-- For a nonnegative interaction, the exchange energy of a spin block diagonal density matrix
is at most the closed-shell value at the same charge density matrix. -/
theorem exchange_le_closedShell (w : ι → ι → ℝ) (hw : ∀ i j, 0 ≤ w i j)
    (A B : Matrix ι ι ℂ) :
    exchange w (spinDiagonal A B) ≤ closedShell w (A + B) := by
  have h : 0 ≤ ∑ i, ∑ j, w i j * ‖(A - B) i j‖ ^ 2 :=
    Finset.sum_nonneg fun i _ => Finset.sum_nonneg fun j _ =>
      mul_nonneg (hw i j) (sq_nonneg _)
  rw [exchange_charge_spin, closedShell_eq w (A - B)]
  linarith

end

end ExchangeSpinScaling
```

```lean
#print axioms ExchangeSpinScaling.exchange_spin_scaling
#print axioms ExchangeSpinScaling.spin_scaling_iff
#print axioms ExchangeSpinScaling.exchange_le_closedShell
```

```
'ExchangeSpinScaling.exchange_spin_scaling' depends on axioms: [propext, Classical.choice, Quot.sound]
'ExchangeSpinScaling.spin_scaling_iff' depends on axioms: [propext, Classical.choice, Quot.sound]
'ExchangeSpinScaling.exchange_le_closedShell' depends on axioms: [propext, Classical.choice, Quot.sound]
```
